# Projectors on a Finite-Dimensional Space Have Equal Rank If Their Difference Shortens Every Nonzero Vector

## Projectors without an inner product

A projector is taken here to be any linear map $P$ with $P(Px)=Px$ for all $x$. It need not be orthogonal, and the complex space $V$ on which it acts is assumed to carry a norm, with no inner product required. This choice admits the non-Hermitian idempotent matrices that appear when orbitals are expanded in a non-orthogonal basis: if $D$ is the density matrix of a single determinant in a basis of spin orbitals and $S$ the overlap matrix of that basis, then $DSD=D$, so $DS$ is idempotent but in general not Hermitian. It is in general oblique in the ordinary inner product of coefficient vectors, while in the inner product defined by $S$ it is an orthogonal projector.

The word "state" is used here for any vector of $V$, normalised or not. The range of $P$ consists of the states that $P$ keeps. Indeed, if $x=Py$, then $Px=P(Py)=Py=x$, and conversely $Px=x$ puts $x$ in the range. The number of states held by $P$ is the dimension of this range.

Two projectors $P$ and $Q$ are called nearby if

$$\|(P-Q)x\|<\|x\|\qquad\text{for every } x\neq 0 .$$

An operator norm $\|P-Q\|$ below one implies this condition.

## Equal dimensions from a state that cannot exist

Let $V$ be finite-dimensional and let $P$ and $Q$ be nearby projectors. Suppose that a state $x$ is kept by $P$ and annihilated by $Q$. Then

$$(P-Q)x=Px-Qx=x-0=x ,$$

so $\|(P-Q)x\|=\|x\|$. For $x\neq0$ this contradicts nearness, hence $x=0$.

Now let $Q$ act on the range of $P$ only. Its values lie in the range of $Q$. If $Qx=0$ for some $x$ in the range of $P$, then $Px=x$, and the argument above gives $x=0$. This restricted map is therefore injective, and

$$\dim\operatorname{ran}P\le\dim\operatorname{ran}Q .$$

Since $\|(Q-P)x\|=\|(P-Q)x\|$, the roles of $P$ and $Q$ can be exchanged. This gives the opposite inequality, and the dimensions are equal.

In one dimension the result can be seen directly. The only projectors on $\mathbb C$ are $0$ and $1$, and their difference preserves the length of every vector, so two nearby projectors on $\mathbb C$ coincide.

## Lost states, matched states and continuous families

**A surplus forces a lost state.** Let $P$ be a projector and $Q$ any linear map of smaller rank. Then $Q$ cannot be injective on the range of $P$, so some nonzero $x$ satisfies $Px=x$ and $Qx=0$. No norm condition is used.

**States are matched one to one.** For nearby projectors, the injective map from the range of $P$ to the range of $Q$ connects spaces of equal dimension, so it is also surjective. Each $y$ with $Qy=y$ is thus $Qx$ for exactly one $x$ with $Px=x$.

**Continuous families keep their rank.** Let $P_t$ be projectors that depend continuously, in operator norm, on a parameter $t$ in a connected space. For $u$ close enough to $r$ we have $\|P_u-P_r\|<1$, and for $x\ne0$

$$\|(P_u-P_r)x\|\le\|P_u-P_r\|\,\|x\|<\|x\| .$$

The rank is therefore locally constant, and on a connected space it is constant. In a non-interacting band model with finitely many orbitals per cell, this says that a continuous family of occupied-state projectors over a connected set of crystal momenta has the same number of occupied bands throughout. The continuity is a hypothesis here; it holds, for example, when the Bloch Hamiltonian depends continuously on the crystal momentum and no level meets the Fermi energy anywhere in the set.

**Equality of lengths is too weak.** The identity and the zero map on $\mathbb C$ satisfy $\|(P-Q)x\|\le\|x\|$, but their ranks are $1$ and $0$.

**Nearby projectors can differ.** On $\mathbb C^2$ with the norm $\|(a,b)\|=\max(|a|,|b|)$, take $P(a,b)=(a,0)$ and $Q(a,b)=(a,a/2)$. Both are idempotent, and $(P-Q)(a,b)=(0,-a/2)$ has norm $|a|/2$, which is less than $\|(a,b)\|$ for every nonzero vector. The vector $(1,0)$ lies in the range of $P$ but not in that of $Q$.

## The statement in Lean

The space is a type `V` with a norm and complex scalars, and a linear map has type `V →ₗ[ℂ] V`. `IsProjector` is idempotency, `numStates` is the `finrank` of the range, and `Nearby` is the strict inequality above. The main theorem, `numStates_eq_of_nearby`, assumes `FiniteDimensional ℂ V`, two projectors and their nearness, and concludes `numStates P = numStates Q`.

For the continuous family, the maps have type `V →L[ℂ] V`, which carries the operator norm, and connectedness enters as `PreconnectedSpace T`.

```lean
import Mathlib

open Module Topology

namespace NearbyProjectors

noncomputable section

variable {V : Type*} [NormedAddCommGroup V] [NormedSpace ℂ V]

/-- A projector, orthogonal or oblique: applying it twice is the same as applying it once. -/
def IsProjector (P : V →ₗ[ℂ] V) : Prop := ∀ x, P (P x) = P x

/-- The dimension of the range of a linear map, with the value 0 if the range is
infinite-dimensional. -/
def numStates (P : V →ₗ[ℂ] V) : ℕ := finrank ℂ (LinearMap.range P)

/-- Two maps are nearby if their difference strictly shortens every nonzero vector. -/
def Nearby (P Q : V →ₗ[ℂ] V) : Prop := ∀ x, x ≠ 0 → ‖(P - Q) x‖ < ‖x‖

/-- If `P` and `Q` are nearby, a state kept by `P` and annihilated by `Q` is zero. -/
theorem eq_zero_of_kept_of_lost {P Q : V →ₗ[ℂ] V} (h : Nearby P Q) {x : V}
    (hPx : P x = x) (hQx : Q x = 0) : x = 0 := by
  by_contra hx
  have hlt := h x hx
  -- on such a state the difference acts as the identity
  have hfix : (P - Q) x = x := by
    rw [LinearMap.sub_apply, hPx, hQx, sub_zero]
  rw [hfix] at hlt
  exact lt_irrefl _ hlt

/-- If no nonzero state kept by the projector `P` is annihilated by `Q`, then `Q` maps the
range of `P` injectively into the range of `Q`. -/
theorem restrict_injective {P Q : V →ₗ[ℂ] V} (hP : IsProjector P)
    (h : ∀ x, P x = x → Q x = 0 → x = 0) :
    Function.Injective (Q.rangeRestrict.comp (LinearMap.range P).subtype) := by
  rw [← LinearMap.ker_eq_bot, LinearMap.ker_eq_bot']
  rintro ⟨x, y, rfl⟩ hx
  have hq : Q (P y) = 0 := congrArg Subtype.val hx
  exact Subtype.ext (h (P y) (hP y) hq)

/-- On a finite-dimensional space, if the projector `P` holds more states than `Q`, some nonzero
state is kept by `P` and annihilated by `Q`. -/
theorem exists_lost_state [FiniteDimensional ℂ V] {P Q : V →ₗ[ℂ] V} (hP : IsProjector P)
    (h : numStates Q < numStates P) : ∃ x, x ≠ 0 ∧ P x = x ∧ Q x = 0 := by
  by_contra hne
  have hinj := restrict_injective (Q := Q) hP (fun x hPx hQx => by
    by_contra hx
    exact hne ⟨x, hx, hPx, hQx⟩)
  have hle : numStates P ≤ numStates Q := LinearMap.finrank_le_finrank_of_injective hinj
  exact not_le_of_gt h hle

/-- Nearby projectors on a finite-dimensional space hold the same number of states. -/
theorem numStates_eq_of_nearby [FiniteDimensional ℂ V] {P Q : V →ₗ[ℂ] V}
    (hP : IsProjector P) (hQ : IsProjector Q) (h : Nearby P Q) :
    numStates P = numStates Q := by
  -- nearness is symmetric
  have h' : Nearby Q P := by
    intro x hx
    have hlt := h x hx
    rw [LinearMap.sub_apply, norm_sub_rev] at hlt
    rw [LinearMap.sub_apply]
    exact hlt
  -- each range embeds into the other
  exact le_antisymm
    (LinearMap.finrank_le_finrank_of_injective
      (restrict_injective hP fun _ h1 h2 => eq_zero_of_kept_of_lost h h1 h2))
    (LinearMap.finrank_le_finrank_of_injective
      (restrict_injective hQ fun _ h1 h2 => eq_zero_of_kept_of_lost h' h1 h2))

/-- For nearby projectors on a finite-dimensional space, every vector kept by `Q` is the `Q`-image
of exactly one state kept by `P`. -/
theorem existsUnique_preimage [FiniteDimensional ℂ V] {P Q : V →ₗ[ℂ] V}
    (hP : IsProjector P) (hQ : IsProjector Q) (h : Nearby P Q) {y : V} (hy : Q y = y) :
    ∃! x, P x = x ∧ Q x = y := by
  have hinj := restrict_injective (Q := Q) hP
    (fun _ h1 h2 => eq_zero_of_kept_of_lost h h1 h2)
  have hdim : finrank ℂ (LinearMap.range P) = finrank ℂ (LinearMap.range Q) :=
    numStates_eq_of_nearby hP hQ h
  -- between spaces of equal dimension, injective means surjective
  have hsurj := (LinearMap.injective_iff_surjective_of_finrank_eq_finrank hdim).mp hinj
  obtain ⟨⟨x, z, rfl⟩, hx⟩ := hsurj ⟨y, y, hy⟩
  have hxy : Q (P z) = y := congrArg Subtype.val hx
  refine ⟨P z, ⟨hP z, hxy⟩, ?_⟩
  rintro w ⟨hw, hwy⟩
  apply sub_eq_zero.mp
  apply eq_zero_of_kept_of_lost h
  · rw [map_sub, hw, hP z]
  · rw [map_sub, hwy, hxy, sub_self]

/-- Along a norm-continuous family of projectors on a finite-dimensional space, over a connected
parameter space, the number of states held is constant. -/
theorem numStates_constant [FiniteDimensional ℂ V] {T : Type*} [TopologicalSpace T]
    [PreconnectedSpace T] (P : T → V →L[ℂ] V) (hc : Continuous P)
    (hP : ∀ t, IsProjector (P t : V →ₗ[ℂ] V)) (s t : T) :
    numStates (P s : V →ₗ[ℂ] V) = numStates (P t : V →ₗ[ℂ] V) := by
  have hloc : IsLocallyConstant fun u => numStates (P u : V →ₗ[ℂ] V) := by
    rw [IsLocallyConstant.iff_eventually_eq]
    intro r
    -- close parameters give projectors at operator distance below one
    have hnear := Metric.tendsto_nhds.mp (hc.tendsto r) 1 one_pos
    filter_upwards [hnear] with u hu
    rw [dist_eq_norm] at hu
    refine numStates_eq_of_nearby (hP u) (hP r) ?_
    intro x hx
    calc ‖((P u : V →ₗ[ℂ] V) - (P r : V →ₗ[ℂ] V)) x‖ = ‖(P u - P r) x‖ := rfl
      _ ≤ ‖P u - P r‖ * ‖x‖ := ContinuousLinearMap.le_opNorm _ _
      _ < 1 * ‖x‖ := mul_lt_mul_of_pos_right hu (norm_pos_iff.mpr hx)
      _ = ‖x‖ := one_mul _
  exact hloc.apply_eq_of_preconnectedSpace s t

/-- The identity and the zero map on `ℂ` are projectors whose difference lengthens no vector,
yet they hold different numbers of states. -/
theorem strict_inequality_needed :
    IsProjector (LinearMap.id : ℂ →ₗ[ℂ] ℂ) ∧ IsProjector (0 : ℂ →ₗ[ℂ] ℂ) ∧
      (∀ x : ℂ, ‖((LinearMap.id : ℂ →ₗ[ℂ] ℂ) - 0) x‖ ≤ ‖x‖) ∧
      numStates (LinearMap.id : ℂ →ₗ[ℂ] ℂ) ≠ numStates (0 : ℂ →ₗ[ℂ] ℂ) := by
  refine ⟨fun _ => rfl, fun _ => rfl, fun x => by simp, ?_⟩
  have hid : numStates (LinearMap.id : ℂ →ₗ[ℂ] ℂ) = 1 := by
    have e : LinearMap.range (LinearMap.id : ℂ →ₗ[ℂ] ℂ) = ⊤ := LinearMap.range_id
    unfold numStates
    rw [e]
    simp
  have hzero : numStates (0 : ℂ →ₗ[ℂ] ℂ) = 0 := by
    have e : LinearMap.range (0 : ℂ →ₗ[ℂ] ℂ) = ⊥ := LinearMap.range_zero
    unfold numStates
    rw [e]
    simp
  rw [hid, hzero]
  exact one_ne_zero

/-- The map `(a, b) ↦ (a, c a)` on two-component states. -/
def tilted (c : ℂ) : ℂ × ℂ →ₗ[ℂ] ℂ × ℂ :=
  (LinearMap.fst ℂ ℂ ℂ).prod (c • LinearMap.fst ℂ ℂ ℂ)

/-- The maps `tilted 0` and `tilted (1/2)` are nearby projectors with different ranges. -/
theorem nearby_witness :
    IsProjector (tilted 0) ∧ IsProjector (tilted (1 / 2)) ∧
      Nearby (tilted 0) (tilted (1 / 2)) ∧
      LinearMap.range (tilted 0) ≠ LinearMap.range (tilted (1 / 2)) := by
  refine ⟨fun _ => rfl, fun _ => rfl, ?_, ?_⟩
  · intro x hx
    have hd : (tilted 0 - tilted (1 / 2)) x = (0, -(1 / 2) * x.1) :=
      Prod.ext (by simp [tilted]) (by simp [tilted])
    have hhalf : ‖(1 / 2 : ℂ)‖ = 1 / 2 := by norm_num
    have hpos : 0 < ‖x‖ := norm_pos_iff.mpr hx
    have hfst : ‖x.1‖ ≤ ‖x‖ := norm_fst_le x
    rw [hd]
    -- the norm of a pair is the larger of the two component norms
    show max ‖(0 : ℂ)‖ ‖-(1 / 2 : ℂ) * x.1‖ < ‖x‖
    rw [norm_zero, norm_mul, norm_neg, hhalf]
    exact max_lt hpos (by linarith)
  · intro h
    have hmem : ((1 : ℂ), (0 : ℂ)) ∈ LinearMap.range (tilted (1 / 2)) := by
      rw [← h]
      exact ⟨(1, 0), by simp [tilted]⟩
    obtain ⟨x, hx⟩ := hmem
    have h1 : x.1 = 1 := congrArg Prod.fst hx
    have h2 : (1 / 2 : ℂ) * x.1 = 0 := congrArg Prod.snd hx
    rw [h1] at h2
    norm_num at h2

end

end NearbyProjectors
```

```lean
#print axioms NearbyProjectors.exists_lost_state
#print axioms NearbyProjectors.existsUnique_preimage
#print axioms NearbyProjectors.numStates_constant
#print axioms NearbyProjectors.strict_inequality_needed
```

```
'NearbyProjectors.exists_lost_state' depends on axioms: [propext, Classical.choice, Quot.sound]
'NearbyProjectors.existsUnique_preimage' depends on axioms: [propext, Classical.choice, Quot.sound]
'NearbyProjectors.numStates_constant' depends on axioms: [propext, Classical.choice, Quot.sound]
'NearbyProjectors.strict_inequality_needed' depends on axioms: [propext, Classical.choice, Quot.sound]
```

## How the proof follows the derivation

`eq_zero_of_kept_of_lost` is the first step by hand: `hfix` records $(P-Q)x=x$, and rewriting with it turns nearness into $\|x\|<\|x\|$.

`restrict_injective` treats the restriction of $Q$ as a map from the range of $P$ to the range of $Q$. It shows that the kernel is trivial by writing an element of the range as `P y`, which idempotency makes a kept state. Apart from the idempotency of $P$, it assumes only that no nonzero kept state is annihilated, so it serves both with and without a norm condition.

`exists_lost_state` argues by contradiction: without a lost state the restriction would be injective, and the rank of $P$ could not exceed that of $Q$. In `numStates_eq_of_nearby`, `h'` is nearness with the projectors exchanged, and `le_antisymm` joins the two dimension inequalities.

`existsUnique_preimage` obtains surjectivity from injectivity and equal dimensions. For uniqueness, it notes that the difference of two candidates is kept by $P$ and annihilated by $Q$, hence zero.

`numStates_constant` takes the neighbourhood on which the operator distance is below one, and its `calc` block is the displayed chain of inequalities. The last two theorems carry out the examples on $\mathbb C$ and $\mathbb C^2$, where `tilted 0` and `tilted (1 / 2)` are the maps $P$ and $Q$ of the second example.
